# The determinant of a block tridiagonal matrix as a product of pivot determinants

Multiplying the determinants of the diagonal blocks can give the wrong determinant when the layers are coupled. For two sites with diagonal entries $2$ and coupling $-1$, that product is $4$, but the determinant is $3$. The correct factors are the pivots $2$ and $3/2$, which include the effect of the coupling.

## Pivots that carry the coupling

Let $M_{ij}$ be the block coupling layer $i$ to layer $j$, for layers $0,\dots,N$, with $M_{ij}=0$ when $|i-j|>1$. Layers may differ in size. Define

$$D_0=M_{00},\qquad D_{k+1}=M_{k+1,k+1}-M_{k+1,k}D_k^{-1}M_{k,k+1}.$$

If $D_0,\dots,D_{N-1}$ are invertible, the full matrix $M$ satisfies

$$\det M=\prod_{k=0}^{N}\det D_k .$$

The last pivot $D_N$ may be singular. For a single layer, $N=0$, there is no condition.

## Characteristic polynomials of layered Hamiltonians

For a finite, non-interacting layered Hamiltonian $H$ in an orthonormal basis, with nearest-layer coupling, setting $M=E\,I-H$ gives the characteristic polynomial at energy $E$ from matrices of layer size, wherever the required pivots are invertible.

## Eliminating one layer at a time

Split off layer $0$. Let $R$ be the rest of its block row, $S$ the rest of its block column, and $Q$ the matrix of the remaining layers. If $M_{00}$ is invertible,

$$\begin{pmatrix}M_{00}&R\\S&Q\end{pmatrix}=\begin{pmatrix}I&0\\SM_{00}^{-1}&I\end{pmatrix}\begin{pmatrix}M_{00}&R\\0&Q-SM_{00}^{-1}R\end{pmatrix}.$$

The first factor has determinant $1$, so $\det M=\det M_{00}\,\det(Q-SM_{00}^{-1}R)$. The reduced matrix has blocks

$$M'_{ij}=M_{i+1,j+1}-M_{i+1,0}M_{00}^{-1}M_{0,j+1}.$$

Layer $0$ couples only to layer $1$, so the correction vanishes unless $i=j=0$. Hence $M'$ is block tridiagonal and $M'_{00}=D_1$. Its other blocks are unchanged, so its pivots obey the original recursion, shifted by one: $D'_k=D_{k+1}$.

Now use induction on $N$. For $N=0$, $\det M=\det D_0$. For $N+1$, the reduced matrix has one layer fewer and pivots $D_1,\dots,D_{N+1}$, so

$$\det M=\det D_0\prod_{k=0}^{N}\det D_{k+1}=\prod_{k=0}^{N+1}\det D_k .$$

The same elimination also counts eigenvalues. If $M$ is complex Hermitian and $D_0,\dots,D_{N-1}$ are invertible, then $M=L\,\mathrm{diag}(D_0,\dots,D_N)\,L^\dagger$ with $L$ invertible, so the number of negative eigenvalues of $M$ is the sum of those of the pivots. This count is not proved in the Lean code below.

```lean
import Mathlib

open Matrix

namespace BlockTridiagonalDeterminant

noncomputable section

/-- Blocks coupling layer `i` to layer `j`, where layer `i` has the orbitals `m i`. -/
abbrev Blocks (K : Type*) (m : ℕ → Type*) := ∀ i j : ℕ, Matrix (m i) (m j) K

variable {K : Type*} [Field K] {m : ℕ → Type*}

/-- The full matrix of the first `N` layers, indexed by pairs (layer, orbital). -/
def assemble (M : Blocks K m) (N : ℕ) :
    Matrix (Σ i : Fin N, m (i : ℕ)) (Σ i : Fin N, m (i : ℕ)) K :=
  fun p q => M p.1 q.1 p.2 q.2

/-- Only equal or neighbouring layers are coupled. -/
def IsBlockTridiagonal (M : Blocks K m) : Prop :=
  ∀ i j, i + 1 < j ∨ j + 1 < i → M i j = 0

/-- The orbitals of `N + 1` layers are those of the first layer together with the rest. -/
def splitFirst (m : ℕ → Type*) (N : ℕ) :
    (m 0 ⊕ (Σ i : Fin N, m ((i : ℕ) + 1))) ≃ (Σ i : Fin (N + 1), m (i : ℕ)) where
  toFun
    | Sum.inl a => ⟨⟨0, Nat.succ_pos N⟩, a⟩
    | Sum.inr p => ⟨⟨(p.1 : ℕ) + 1, Nat.succ_lt_succ p.1.2⟩, p.2⟩
  invFun
    | ⟨⟨0, _⟩, a⟩ => Sum.inl a
    | ⟨⟨i + 1, h⟩, a⟩ => Sum.inr ⟨⟨i, Nat.lt_of_succ_lt_succ h⟩, a⟩
  left_inv := by rintro (a | ⟨⟨i, h⟩, a⟩) <;> rfl
  right_inv := by rintro ⟨⟨_ | i, h⟩, a⟩ <;> rfl

variable [∀ i, Fintype (m i)] [∀ i, DecidableEq (m i)]

/-- The pivots `D_0 = M_00`, `D_(k+1) = M_(k+1,k+1) - M_(k+1,k) D_k⁻¹ M_(k,k+1)`. -/
def pivot (M : Blocks K m) : ∀ k : ℕ, Matrix (m k) (m k) K
  | 0 => M 0 0
  | k + 1 => M (k + 1) (k + 1) - M (k + 1) k * (pivot M k)⁻¹ * M k (k + 1)

/-- The blocks that remain after the first layer is eliminated. -/
def eliminate (M : Blocks K m) : Blocks K (fun i => m (i + 1)) :=
  fun i j => M (i + 1) (j + 1) - M (i + 1) 0 * (M 0 0)⁻¹ * M 0 (j + 1)

/-- The determinant of the full matrix, written with the first layer split off. -/
theorem det_split (M : Blocks K m) (N : ℕ) :
    (assemble M (N + 1)).det =
      (fromBlocks (M 0 0)
        (Matrix.of fun a (q : Σ i : Fin N, m ((i : ℕ) + 1)) => M 0 (q.1 + 1) a q.2)
        (Matrix.of fun (p : Σ i : Fin N, m ((i : ℕ) + 1)) b => M (p.1 + 1) 0 p.2 b)
        (Matrix.of fun (p q : Σ i : Fin N, m ((i : ℕ) + 1)) =>
          M (p.1 + 1) (q.1 + 1) p.2 q.2)).det := by
  refine (det_submatrix_equiv_self (splitFirst m N) _).symm.trans (congrArg Matrix.det ?_)
  ext (a | p) (b | q) <;> rfl

/-- Eliminating an invertible first layer factors its determinant out of the full one;
the other layers may be coupled in any way. -/
theorem det_eliminate (M : Blocks K m) (N : ℕ) (h : IsUnit (M 0 0).det) :
    (assemble M (N + 1)).det = (M 0 0).det * (assemble (eliminate M) N).det := by
  let _ := Matrix.invertibleOfIsUnitDet _ h
  rw [det_split, det_fromBlocks₁₁, invOf_eq_nonsing_inv]
  refine congrArg (fun X => (M 0 0).det * Matrix.det X) ?_
  ext p q
  rfl

/-- If only neighbouring layers are coupled, the same holds after eliminating the first layer. -/
theorem eliminate_tridiagonal {M : Blocks K m} (hM : IsBlockTridiagonal M) :
    IsBlockTridiagonal (eliminate M) := by
  intro i j hij
  have h : M (i + 1) (j + 1) = 0 := hM _ _ (by omega)
  rcases hij with hij | hij
  · have h' : M 0 (j + 1) = 0 := hM _ _ (by omega)
    simp [eliminate, h, h']
  · have h' : M (i + 1) 0 = 0 := hM _ _ (by omega)
    simp [eliminate, h, h']

/-- For block tridiagonal `M`, the pivots of the reduced system are those of the original one,
shifted by one layer. -/
theorem pivot_eliminate {M : Blocks K m} (hM : IsBlockTridiagonal M) (k : ℕ) :
    pivot (eliminate M) k = pivot M (k + 1) := by
  induction k with
  | zero => rfl
  | succ k ih =>
    -- the first layer does not reach layer k + 2
    have h1 : M (k + 1 + 1) 0 = 0 := hM _ _ (by omega)
    have h2 : M 0 (k + 1 + 1) = 0 := hM _ _ (by omega)
    have e1 : eliminate M (k + 1) (k + 1) = M (k + 1 + 1) (k + 1 + 1) := by
      simp [eliminate, h1]
    have e2 : eliminate M (k + 1) k = M (k + 1 + 1) (k + 1) := by simp [eliminate, h1]
    have e3 : eliminate M k (k + 1) = M (k + 1) (k + 1 + 1) := by simp [eliminate, h2]
    show eliminate M (k + 1) (k + 1) -
        eliminate M (k + 1) k * (pivot (eliminate M) k)⁻¹ * eliminate M k (k + 1) =
      M (k + 1 + 1) (k + 1 + 1) -
        M (k + 1 + 1) (k + 1) * (pivot M (k + 1))⁻¹ * M (k + 1) (k + 1 + 1)
    rw [ih, e1, e2, e3]

/-- The determinant of a block tridiagonal matrix is the product of its pivot determinants,
provided all pivots before the last are invertible. -/
theorem det_blockTridiagonal (M : Blocks K m) (hM : IsBlockTridiagonal M) (N : ℕ)
    (hD : ∀ k < N, IsUnit (pivot M k).det) :
    (assemble M (N + 1)).det = ∏ k ∈ Finset.range (N + 1), (pivot M k).det := by
  induction N generalizing m with
  | zero =>
    have h0 : (Matrix.of fun (p : Σ i : Fin 0, m ((i : ℕ) + 1)) b =>
        M (p.1 + 1) 0 p.2 b) = 0 := by
      ext p b
      exact p.1.elim0
    rw [det_split, h0, det_fromBlocks_zero₂₁]
    simp [pivot]
  | succ N ih =>
    have hp : ∀ k, (pivot (eliminate M) k).det = (pivot M (k + 1)).det :=
      fun k => congrArg Matrix.det (pivot_eliminate hM k)
    -- eliminate the first layer, then use the result for the remaining ones
    have hr := ih (eliminate M) (eliminate_tridiagonal hM) (fun k hk => by
      show IsUnit (pivot (eliminate M) k).det
      rw [hp k]
      exact hD (k + 1) (by omega))
    rw [det_eliminate M (N + 1) (hD 0 (by omega)), hr,
      Finset.prod_congr rfl (fun k _ => hp k), Finset.prod_range_succ' _ (N + 1)]
    exact mul_comm _ _

/-- For a block tridiagonal matrix whose earlier pivots are all invertible, adding one more layer
multiplies the determinant by that of the new pivot. -/
theorem det_add_layer (M : Blocks K m) (hM : IsBlockTridiagonal M) (N : ℕ)
    (hD : ∀ k < N + 1, IsUnit (pivot M k).det) :
    (assemble M (N + 2)).det = (assemble M (N + 1)).det * (pivot M (N + 1)).det := by
  rw [det_blockTridiagonal M hM (N + 1) hD,
    det_blockTridiagonal M hM N (fun k hk => hD k (by omega)), Finset.prod_range_succ]

/-- For block tridiagonal `M`, the first `N` pivots are all invertible exactly when the matrices of
the first `1, ..., N` layers are all invertible. -/
theorem pivots_invertible_iff (M : Blocks K m) (hM : IsBlockTridiagonal M) (N : ℕ) :
    (∀ k < N, IsUnit (pivot M k).det) ↔ ∀ k < N, IsUnit (assemble M (k + 1)).det := by
  constructor
  · intro h k hk
    rw [det_blockTridiagonal M hM k (fun j hj => h j (by omega)), isUnit_iff_ne_zero,
      Finset.prod_ne_zero_iff]
    intro j hj
    have hj' := Finset.mem_range.1 hj
    exact (h j (by omega)).ne_zero
  · intro h k
    induction k using Nat.strong_induction_on with
    | _ k ih =>
      intro hk
      have hu := h k hk
      rw [det_blockTridiagonal M hM k (fun j hj => ih j hj (by omega)),
        Finset.prod_range_succ] at hu
      exact isUnit_of_mul_isUnit_right hu

variable {n : Type*}

/-- Layers of equal size with diagonal blocks `A`, upper blocks `B` and lower blocks `C`. -/
def chain (A B C : ℕ → Matrix n n K) : Blocks K (fun _ => n) :=
  fun i j => if i = j then A i else if j = i + 1 then B i else if i = j + 1 then C j else 0

/-- A chain couples only neighbouring layers. -/
theorem chain_tridiagonal (A B C : ℕ → Matrix n n K) : IsBlockTridiagonal (chain A B C) := by
  intro i j h
  unfold chain
  rw [if_neg (by omega), if_neg (by omega), if_neg (by omega)]

variable [Fintype n] [DecidableEq n]

/-- The pivot recursion of a chain in terms of its blocks `A`, `B` and `C`. -/
theorem pivot_chain_succ (A B C : ℕ → Matrix n n K) (k : ℕ) :
    pivot (chain A B C) (k + 1) = A (k + 1) - C k * (pivot (chain A B C) k)⁻¹ * B k := by
  have e1 : chain A B C (k + 1) (k + 1) = A (k + 1) := if_pos rfl
  have e2 : chain A B C (k + 1) k = C k := by
    unfold chain
    rw [if_neg (by omega), if_neg (by omega), if_pos rfl]
  have e3 : chain A B C k (k + 1) = B k := by
    unfold chain
    rw [if_neg (by omega), if_pos rfl]
  show chain A B C (k + 1) (k + 1) -
    chain A B C (k + 1) k * (pivot (chain A B C) k)⁻¹ * chain A B C k (k + 1) = _
  rw [e1, e2, e3]

/-- For diagonal blocks `2` and couplings `-1` (times the identity) the pivots are `(k + 2) / (k +
1)` times the identity, and all are invertible. -/
theorem laplacian_witness (k : ℕ) :
    pivot (chain (fun _ => (2 : ℝ) • (1 : Matrix n n ℝ)) (fun _ => -1) (fun _ => -1)) k =
        (((k : ℝ) + 2) / (k + 1)) • (1 : Matrix n n ℝ) ∧
      IsUnit (pivot (chain (fun _ => (2 : ℝ) • (1 : Matrix n n ℝ))
        (fun _ => -1) (fun _ => -1)) k).det := by
  have key : pivot (chain (fun _ => (2 : ℝ) • (1 : Matrix n n ℝ))
      (fun _ => -1) (fun _ => -1)) k = (((k : ℝ) + 2) / (k + 1)) • (1 : Matrix n n ℝ) := by
    induction k with
    | zero => simp [pivot, chain]
    | succ k ih =>
      have h1 : (k : ℝ) + 1 ≠ 0 := by positivity
      have h2 : (k : ℝ) + 2 ≠ 0 := by positivity
      have h3 : (k : ℝ) + 1 + 1 ≠ 0 := by positivity
      have hc : ((k : ℝ) + 2) / (k + 1) * ((k + 1) / (k + 2)) = 1 := by field_simp
      have hinv : ((((k : ℝ) + 2) / (k + 1)) • (1 : Matrix n n ℝ))⁻¹ =
          (((k : ℝ) + 1) / (k + 2)) • (1 : Matrix n n ℝ) :=
        inv_eq_right_inv (by rw [smul_mul_smul_comm, one_mul, hc, one_smul])
      have hs : (2 : ℝ) - (k + 1) / (k + 2) = (((k + 1 : ℕ) : ℝ) + 2) / ((k + 1 : ℕ) + 1) := by
        push_cast
        rw [show (k : ℝ) + 1 + 1 = k + 2 by ring, eq_div_iff h2, sub_mul,
          div_mul_cancel₀ _ h2]
        ring
      rw [pivot_chain_succ, ih, hinv, ← hs, sub_smul]
      simp only [neg_mul, one_mul, mul_neg, mul_one, neg_neg]
  refine ⟨key, ?_⟩
  rw [key, det_smul, det_one, mul_one, isUnit_iff_ne_zero]
  positivity

/-- Two sites with zero on-site energy and unit coupling have determinant `-1`, while the
product of pivot determinants, with the inverse of zero read as zero, vanishes. -/
theorem singular_pivot_counterexample :
    (assemble (chain (fun _ => (0 : Matrix (Fin 1) (Fin 1) ℚ))
        (fun _ => 1) (fun _ => 1)) 2).det = -1 ∧
      ∏ k ∈ Finset.range 2, (pivot (chain (fun _ => (0 : Matrix (Fin 1) (Fin 1) ℚ))
        (fun _ => 1) (fun _ => 1)) k).det = 0 := by
  constructor
  · -- every entry of the 1 × 1 identity matrix is 1
    have h : ∀ a b c d : Fin 1, (1 : Matrix (Fin 1) (Fin 1) ℚ) a b *
        (1 : Matrix (Fin 1) (Fin 1) ℚ) c d = 1 := by
      intro a b c d
      rw [Subsingleton.elim a b, Subsingleton.elim c d, Matrix.one_apply_eq,
        Matrix.one_apply_eq, mul_one]
    rw [← det_submatrix_equiv_self (Equiv.sigmaUnique (Fin 2) (fun _ => Fin 1)).symm,
      det_fin_two]
    simp [assemble, chain]
    exact h _ _ _ _
  · exact Finset.prod_eq_zero (i := 0) (by simp) (by simp [pivot, chain])

end

end BlockTridiagonalDeterminant
```

```lean
#print axioms BlockTridiagonalDeterminant.det_blockTridiagonal
-- 'BlockTridiagonalDeterminant.det_blockTridiagonal' depends on axioms: [propext, Classical.choice, Quot.sound]
#print axioms BlockTridiagonalDeterminant.det_add_layer
-- 'BlockTridiagonalDeterminant.det_add_layer' depends on axioms: [propext, Classical.choice, Quot.sound]
#print axioms BlockTridiagonalDeterminant.chain_tridiagonal
-- 'BlockTridiagonalDeterminant.chain_tridiagonal' depends on axioms: [propext, Quot.sound]
#print axioms BlockTridiagonalDeterminant.singular_pivot_counterexample
-- 'BlockTridiagonalDeterminant.singular_pivot_counterexample' depends on axioms: [propext, Classical.choice, Quot.sound]
```

## Exact arithmetic on an open chain

In `det_blockTridiagonal`, `K` is any field, `m i` is the finite orbital set of layer `i`, and `assemble M (N + 1)` is the matrix of layers $0,\dots,N$. The family `M` is infinite, but only these layers enter the determinant; a finite matrix can be extended by zero blocks. `IsBlockTridiagonal` states the coupling restriction, and `hD` assumes that the pivots before the last have invertible determinants.

`det_split` reorders the indices to expose layer $0$, and `det_eliminate` applies the Schur determinant formula, which needs no tridiagonality. `eliminate_tridiagonal` and `pivot_eliminate` establish the two properties of $M'$. The main induction generalises `m`, because elimination changes which orbital set comes first.

Two consequences help in checking a code. By `det_add_layer`, adding a layer multiplies the determinant by that of the new pivot, provided all earlier pivots are invertible. By `pivots_invertible_iff`, the first $N$ pivots are invertible exactly when the leading sections of $1,\dots,N$ layers are.

For equal layers, `chain` places `A k` on the diagonal, `B k` above it and `C k` below it, counting from zero. `laplacian_witness` gives a case where every pivot is invertible: diagonal blocks $2I$ and couplings $-I$ yield $D_k=\frac{k+2}{k+1}I$.

Invertibility of the full matrix is not enough. In `singular_pivot_counterexample`, two sites with zero on-site energy and unit coupling have determinant $-1$, but $D_0=0$; Lean reads its inverse as zero, and the pivot product is $0$.

The theorems concern exact field arithmetic. They give no bound on rounding error when a pivot is nearly singular, and the product formula does not apply layer by layer to periodic chains of more than two layers, whose corner blocks couple the first layer to the last. Such a chain must first be regrouped into larger layers of which only neighbours couple.
